# A band-filling bound on the total ICOHP for integer occupations in an orthonormal basis

Put electrons into a band built from M orthonormal orbitals. The first ones mostly go into bonding combinations and lower the energy through the couplings between orbitals. Later ones must take the antibonding combinations, and the gain is lost again. The integrated crystal orbital Hamilton population (ICOHP), summed over all pairs of distinct orbitals, measures this coupling energy. How large can it be if only the filling and the coupling strengths are known?

## Orbitals, filled states and couplings

The orbitals are labelled by a finite type `ι`, so M is `Fintype.card ι`. The one-electron Hamiltonian H and the density matrix P are complex M × M matrices.

```lean
import Mathlib

open Finset

namespace BandFillingICOHP

noncomputable section

variable {ι : Type*} [Fintype ι] [DecidableEq ι]
```

The filled states enter through P, which is Hermitian and satisfies P² = P. Each state is therefore either filled or empty, in a single spin channel. The number of filled states is n = rank P, written `P.rank`. P need not commute with H, so the filled states need not be eigenstates.

```lean
/-- A Hermitian projector onto the filled one-electron states, written in an orthonormal
orbital basis. -/
structure IsBandProjector (P : Matrix ι ι ℂ) : Prop where
  herm : P.IsHermitian
  idem : P * P = P
```

The total ICOHP is

ICOHP = Σ_(m≠k) P_mk H_km.

The sum runs over ordered pairs, so each bond contributes twice, once in each direction. Negative values are bonding.

```lean
/-- The total off-diagonal ICOHP: the sum of `P m k * H k m` over ordered pairs of distinct
orbitals. -/
def icohp (H P : Matrix ι ι ℂ) : ℂ :=
  ∑ p : ι × ι with p.1 ≠ p.2, P p.1 p.2 * H p.2 p.1
```

The off-diagonal weight of a matrix A is

W(A) = Σ_(m≠k) |A_mk|².

W(H) collects the squared couplings and ignores the on-site energies.

```lean
/-- The off-diagonal weight of a matrix: the sum of `|A m k|²` over ordered pairs of distinct
orbitals. -/
def offWeight (A : Matrix ι ι ℂ) : ℝ :=
  ∑ p : ι × ι with p.1 ≠ p.2, ‖A p.1 p.2‖ ^ 2
```

Overlapping orbitals, fractional occupations and the ICOHP of a single bond are not treated.

## (a) Exchanging the orbitals of each pair

Show that for any function f of two orbitals

Σ_(m≠k) f(k,m) = Σ_(m≠k) f(m,k).

**Solution.** The exchange (m,k) → (k,m) maps the set of ordered pairs with m ≠ k one-to-one onto itself, so both sums have the same terms. In Lean the exchange is `Equiv.prodComm`.

```lean
/-- A sum over ordered pairs of distinct orbitals is unchanged when the two orbitals of each
pair are exchanged. -/
theorem sum_pairs_swap {R : Type*} [AddCommMonoid R] (f : ι → ι → R) :
    ∑ p : ι × ι with p.1 ≠ p.2, f p.2 p.1 = ∑ p : ι × ι with p.1 ≠ p.2, f p.1 p.2 := by
  refine Finset.sum_equiv (Equiv.prodComm ι ι) ?_ ?_
  · intro p
    simp only [Finset.mem_filter, Finset.mem_univ, true_and, Equiv.prodComm_apply,
      Prod.fst_swap, Prod.snd_swap]
    exact ne_comm
  · intro p _
    rfl
```

## (b) A real bond energy

For Hermitian H, show that

Im ICOHP = 0.

**Solution.** Hermiticity of both matrices gives

(P_mk H_km)* = P_km H_mk.

Summing over pairs and using (a), the conjugate of the ICOHP equals the ICOHP. The Lean proof conjugates term by term in the same way. This is the only part that assumes H Hermitian.

```lean
/-- For a Hermitian Hamiltonian and a Hermitian projector the total ICOHP is real. -/
theorem icohp_im_eq_zero {H P : Matrix ι ι ℂ} (hH : H.IsHermitian) (hP : IsBandProjector P) :
    (icohp H P).im = 0 := by
  apply Complex.conj_eq_iff_im.mp
  unfold icohp
  rw [map_sum, ← sum_pairs_swap (fun m k => P m k * H k m)]
  refine Finset.sum_congr rfl fun p _ => ?_
  rw [map_mul, ← hP.herm.apply p.2 p.1, ← hH.apply p.1 p.2]
  rfl
```

## (c) Counting the filled states

Show that

Tr P = n.

**Solution.** Write any vector as x = Px + (x − Px). Since P² = P, P leaves the first part unchanged and sends the second to zero. In a basis adapted to this splitting, P is diagonal with n ones and M − n zeros, and the trace does not depend on the basis.

Lean shows that P projects onto its range (`LinearMap.IsProj`), takes the trace of such a projection from Mathlib, and translates back to matrices.

```lean
/-- The trace of a band projector is its rank, the number of filled states. -/
theorem trace_eq_rank {P : Matrix ι ι ℂ} (hP : IsBandProjector P) :
    P.trace = (P.rank : ℂ) := by
  have hproj : LinearMap.IsProj (LinearMap.range P.mulVecLin) P.mulVecLin := by
    refine ⟨fun x => ⟨x, rfl⟩, ?_⟩
    rintro _ ⟨x, rfl⟩
    simp only [Matrix.mulVecLin_apply, Matrix.mulVec_mulVec, hP.idem]
  have hm : LinearMap.toMatrix' P.mulVecLin = P := by
    rw [← Matrix.toLin'_apply', LinearMap.toMatrix'_toLin']
  have ht := hproj.trace
  rw [LinearMap.trace_eq_matrix_trace ℂ (Pi.basisFun ℂ ι),
    LinearMap.toMatrix_eq_toMatrix', hm] at ht
  exact ht
```

## (d) Off-diagonal weight and uneven populations

The population of orbital m is P_mm. Show that

W(P) = n(1 − n/M) − Σ_m (P_mm − n/M)².

**Solution.** The diagonal of P² = P reads

P_mm = Σ_k P_mk P_km = Σ_k |P_mk|².

Sum over m, use (c), and separate the terms with k = m:

n = W(P) + Σ_m P_mm².

Expanding the square gives

Σ_m (P_mm − n/M)² = Σ_m P_mm² − 2n²/M + n²/M = Σ_m P_mm² − n²/M.

Eliminating Σ_m P_mm² between the two lines gives the claim.

In the code, `hrow` is the row identity, `hsplit` the separation of the diagonal and `hexp` the expanded square; `linear_combination` does the elimination. For M = 0 Lean sets n/M to 0, and both sides vanish.

```lean
/-- The off-diagonal weight of a Hermitian projector of rank `n` on `M` orbitals is `n (1 - n/M)`
minus the summed squared deviations of the orbital populations from `n/M`. -/
theorem offWeight_projector {P : Matrix ι ι ℂ} (hP : IsBandProjector P) :
    offWeight P = P.rank * (1 - P.rank / Fintype.card ι)
      - ∑ m, ((P m m).re - P.rank / Fintype.card ι) ^ 2 := by
  -- idempotency: each row of P has squared norm equal to the population
  have hrow : ∀ m, ∑ k, ‖P m k‖ ^ 2 = (P m m).re := by
    intro m
    have h := congrFun (congrFun hP.idem m) m
    rw [Matrix.mul_apply] at h
    rw [← h, Complex.re_sum]
    refine Finset.sum_congr rfl fun k _ => ?_
    rw [← hP.herm.apply k m, Complex.star_def, Complex.mul_conj, Complex.ofReal_re,
      Complex.normSq_eq_norm_sq]
  have hnorm : ∀ m, ‖P m m‖ ^ 2 = (P m m).re ^ 2 := by
    intro m
    have him : (P m m).im = 0 := Complex.conj_eq_iff_im.mp (hP.herm.apply m m)
    rw [← Complex.normSq_eq_norm_sq, Complex.normSq_apply, him]
    ring
  have htr : ∑ m, (P m m).re = (P.rank : ℝ) := by
    have h := congrArg Complex.re (trace_eq_rank hP)
    simpa [Matrix.trace, Complex.re_sum] using h
  -- all pairs = distinct pairs + diagonal
  have hsplit : offWeight P + ∑ m, ‖P m m‖ ^ 2 = ∑ m, ∑ k, ‖P m k‖ ^ 2 := by
    rw [offWeight, Finset.sum_filter, Fintype.sum_prod_type, ← Finset.sum_add_distrib]
    refine Finset.sum_congr rfl fun m _ => ?_
    have hm : ‖P m m‖ ^ 2 = ∑ k, if m = k then ‖P m k‖ ^ 2 else 0 := by simp
    rw [hm, ← Finset.sum_add_distrib]
    refine Finset.sum_congr rfl fun k _ => ?_
    by_cases h : m = k <;> simp [h]
  simp only [hrow, hnorm, htr] at hsplit
  have hexp : ∀ c : ℝ, ∑ m, ((P m m).re - c) ^ 2
      = ∑ m, (P m m).re ^ 2 - 2 * c * ∑ m, (P m m).re + Fintype.card ι * c ^ 2 := by
    intro c
    have hc : (Fintype.card ι : ℝ) * c ^ 2 = ∑ _m : ι, c ^ 2 := by simp
    rw [hc, Finset.mul_sum, ← Finset.sum_sub_distrib, ← Finset.sum_add_distrib]
    exact Finset.sum_congr rfl fun m _ => by ring
  have hM : (Fintype.card ι : ℝ) * ((P.rank : ℝ) / Fintype.card ι) ^ 2
      = P.rank * ((P.rank : ℝ) / Fintype.card ι) := by
    by_cases h0 : (Fintype.card ι : ℝ) = 0
    · rw [h0]; simp
    · field_simp
  rw [hexp, htr, hM]
  linear_combination hsplit
```

## (e) Separating density matrix and Hamiltonian

For any two matrices H and P, show that

|ICOHP|² ≤ W(P) W(H).

**Solution.** The triangle inequality gives

|ICOHP| ≤ Σ_(m≠k) |P_mk| |H_km|.

Square this and apply the Cauchy–Schwarz inequality over the pairs. The factor containing H is Σ_(m≠k) |H_km|², which equals W(H) by (a). These steps are `h1` to `h4`.

```lean
/-- The squared total ICOHP is at most the product of the off-diagonal weights of the density
matrix and of the Hamiltonian. -/
theorem icohp_sq_le_weights (H P : Matrix ι ι ℂ) :
    ‖icohp H P‖ ^ 2 ≤ offWeight P * offWeight H := by
  have h1 : ‖icohp H P‖ ≤ ∑ p : ι × ι with p.1 ≠ p.2, ‖P p.1 p.2‖ * ‖H p.2 p.1‖ :=
    norm_sum_le_of_le _ fun p _ => (norm_mul _ _).le
  have h2 := pow_le_pow_left₀ (norm_nonneg _) h1 2
  have h3 := Finset.sum_mul_sq_le_sq_mul_sq (Finset.univ.filter fun p : ι × ι => p.1 ≠ p.2)
    (fun p => ‖P p.1 p.2‖) (fun p => ‖H p.2 p.1‖)
  have h4 := sum_pairs_swap (fun m k => ‖H m k‖ ^ 2)
  rw [h4] at h3
  exact h2.trans h3
```

## (f) The bound set by the filling

Show that

|ICOHP|² ≤ n(1 − n/M) W(H).

**Solution.** By (d), W(P) is n(1 − n/M) minus a sum of squares, so W(P) ≤ n(1 − n/M). Multiply by W(H) ≥ 0 and combine with (e). The Lean proof drops the sum of squares with `sub_le_self`.

For a numerical instance, take a chain of three orbitals with on-site energy 0, nearest-neighbour coupling −1 eV and one electron in the lowest state (1/2, 1/√2, 1/2). Each of the four nearest-neighbour entries of P is 1/(2√2), so

ICOHP = −4/(2√2) eV = −√2 eV, and |ICOHP|² = 2 eV².

Here W(H) = 4 eV², and the bound is (2/3) · 4 ≈ 2.67 eV². The populations 1/4, 1/2, 1/4 are uneven, and (d) gives W(P) = 2/3 − 1/24 = 5/8. The intermediate bound (e) is then 2.5 eV².

In a non-interacting orthonormal tight-binding calculation with integer occupations, the inequality gives a quick consistency check on the total ICOHP computed for one spin channel.

```lean
/-- **Band-filling bound.** With `n` filled states on `M` orthonormal orbitals, the squared total
ICOHP is at most `n (1 - n/M)` times the sum of `|H m k|²` over distinct orbitals. -/
theorem icohp_sq_le_filling (H : Matrix ι ι ℂ) {P : Matrix ι ι ℂ} (hP : IsBandProjector P) :
    ‖icohp H P‖ ^ 2 ≤ P.rank * (1 - P.rank / Fintype.card ι) * offWeight H := by
  refine (icohp_sq_le_weights H P).trans ?_
  have hH : 0 ≤ offWeight H := Finset.sum_nonneg fun p _ => sq_nonneg _
  refine mul_le_mul_of_nonneg_right ?_ hH
  rw [offWeight_projector hP]
  exact sub_le_self _ (Finset.sum_nonneg fun m _ => sq_nonneg _)
```

## (g) Empty and full bands

Show that if n = 0 or n = M, then

ICOHP = 0.

**Solution.** In both cases n(1 − n/M) = 0, so (f) gives |ICOHP|² ≤ 0. In a full band the bonding and antibonding contributions cancel in total, whatever the couplings are.

The smallest non-empty system, M = 1, always falls under this result: its one orbital is either empty or full, and there are no pairs to sum over.

```lean
/-- The total ICOHP vanishes for an empty band and for a completely filled band. -/
theorem icohp_eq_zero_of_empty_or_full (H : Matrix ι ι ℂ) {P : Matrix ι ι ℂ}
    (hP : IsBandProjector P) (hn : P.rank = 0 ∨ P.rank = Fintype.card ι) :
    icohp H P = 0 := by
  have hz : (P.rank : ℝ) * (1 - P.rank / Fintype.card ι) = 0 := by
    rcases hn with h | h
    · rw [h]; simp
    · rw [h]
      by_cases h0 : (Fintype.card ι : ℝ) = 0
      · rw [h0]; simp
      · rw [div_self h0]; ring
  have hb := icohp_sq_le_filling H hP
  rw [hz, zero_mul] at hb
  exact norm_eq_zero.mp (pow_eq_zero_iff two_ne_zero |>.mp (le_antisymm hb (sq_nonneg _)))
```

## (h) What equality says about the populations

Suppose that (f) holds with equality and that W(H) > 0, so at least one coupling is non-zero. Show that for every orbital m

P_mm = n/M.

**Solution.** Equality in (f), together with (e), gives

n(1 − n/M) W(H) ≤ W(P) W(H).

Divide by W(H) and insert (d). The sum of squared deviations is then at most zero, so each deviation vanishes. Without couplings both sides of (f) are zero for any populations, which is why W(H) > 0 is assumed. Lean states the result for the real part `(P m m).re`; the diagonal of a Hermitian matrix is real.

```lean
/-- If the bound is attained by a Hamiltonian with some non-zero coupling, then every orbital
has the same population `n/M`. -/
theorem uniform_of_attained {H P : Matrix ι ι ℂ} (hP : IsBandProjector P)
    (hH : 0 < offWeight H)
    (heq : ‖icohp H P‖ ^ 2 = P.rank * (1 - P.rank / Fintype.card ι) * offWeight H) (m : ι) :
    (P m m).re = P.rank / Fintype.card ι := by
  have h1 := icohp_sq_le_weights H P
  rw [heq] at h1
  have h2 := le_of_mul_le_mul_right h1 hH
  rw [offWeight_projector hP] at h2
  -- the population variance is squeezed to zero
  have h3 : ((P m m).re - (P.rank : ℝ) / Fintype.card ι) ^ 2
      ≤ ∑ k, ((P k k).re - (P.rank : ℝ) / Fintype.card ι) ^ 2 :=
    Finset.single_le_sum
      (f := fun k => ((P k k).re - (P.rank : ℝ) / Fintype.card ι) ^ 2)
      (fun k _ => sq_nonneg _) (Finset.mem_univ m)
  have h4 : ((P m m).re - (P.rank : ℝ) / Fintype.card ι) ^ 2 = 0 :=
    le_antisymm (by linarith) (sq_nonneg _)
  exact sub_eq_zero.mp (pow_eq_zero_iff two_ne_zero |>.mp h4)
```

## (i) A Hamiltonian that reaches the bound

Let all populations equal n/M, and let H = βP with β real. This Hamiltonian puts every filled state at energy β and every empty state at zero. Show that

|ICOHP|² = n(1 − n/M) W(βP).

**Solution.** Since P_mk P_km = |P_mk|²,

ICOHP = β W(P), and W(βP) = β² W(P).

Hence |ICOHP|² = β² W(P)² = W(P) W(βP). For uniform populations the sum in (d) vanishes and W(P) = n(1 − n/M). The code establishes these three facts as `h1`, `h2` and `hw`.

```lean
/-- If all orbital populations equal `n/M`, the Hamiltonian `β P` attains the bound. -/
theorem attained_of_uniform {P : Matrix ι ι ℂ} (hP : IsBandProjector P) (β : ℝ)
    (hu : ∀ m, (P m m).re = P.rank / Fintype.card ι) :
    ‖icohp ((β : ℂ) • P) P‖ ^ 2
      = P.rank * (1 - P.rank / Fintype.card ι) * offWeight ((β : ℂ) • P) := by
  have hw : offWeight P = P.rank * (1 - P.rank / Fintype.card ι) := by
    rw [offWeight_projector hP]
    simp [hu]
  have h1 : icohp ((β : ℂ) • P) P = ((β * offWeight P : ℝ) : ℂ) := by
    unfold icohp offWeight
    rw [Finset.mul_sum, Complex.ofReal_sum]
    refine Finset.sum_congr rfl fun p _ => ?_
    rw [Matrix.smul_apply, smul_eq_mul, ← hP.herm.apply p.2 p.1, Complex.star_def,
      mul_left_comm, Complex.mul_conj, Complex.normSq_eq_norm_sq, Complex.ofReal_mul]
  have h2 : offWeight ((β : ℂ) • P) = β ^ 2 * offWeight P := by
    unfold offWeight
    rw [Finset.mul_sum]
    refine Finset.sum_congr rfl fun p _ => ?_
    rw [Matrix.smul_apply, smul_eq_mul, norm_mul, mul_pow, Complex.norm_real,
      Real.norm_eq_abs, sq_abs]
  rw [h1, h2, ← hw, Complex.norm_real, Real.norm_eq_abs, sq_abs]
  ring
```

## (j) The half-filled symmetric dimer

Two orbitals have the same on-site energy α and a real coupling β. One electron occupies the normalised in-phase combination (1, 1)/√2. Show that P is a projector of rank 1 and that

ICOHP = β, and |ICOHP|² = ½ W(H).

**Solution.** All four entries of P are 1/2. Each entry of P² is 1/4 + 1/4 = 1/2, so P² = P, and the trace 1 is the rank by (c). The two ordered pairs give

ICOHP = β/2 + β/2 = β.

Also W(H) = 2β², so ½ W(H) = β². The factor ½ is n(1 − n/M) for n = 1 and M = 2, so the bound is attained.

The occupied state has energy α + β. For β < 0 it is the bonding ground state, and its ICOHP is its energy measured from the on-site energy α. Lean checks the matrix entries case by case and obtains the rank from the trace.

```lean
/-- The symmetric dimer with on-site energy `α`, coupling `β` and one filled state, the equal
in-phase combination of its two orbitals, has total ICOHP `β` and attains the bound. -/
theorem dimer_witness (α β : ℝ) :
    let H : Matrix (Fin 2) (Fin 2) ℂ := !![(α : ℂ), (β : ℂ); (β : ℂ), (α : ℂ)]
    let P : Matrix (Fin 2) (Fin 2) ℂ := !![1 / 2, 1 / 2; 1 / 2, 1 / 2]
    IsBandProjector P ∧ P.rank = 1 ∧ icohp H P = β ∧
      ‖icohp H P‖ ^ 2 = 1 * (1 - 1 / 2) * offWeight H := by
  intro H P
  have hP : IsBandProjector P := by
    constructor
    · ext i j
      fin_cases i <;> fin_cases j <;> simp [P, Matrix.conjTranspose_apply]
    · ext i j
      fin_cases i <;> fin_cases j <;> norm_num [P, Matrix.mul_apply, Fin.sum_univ_two]
  have hr : P.rank = 1 := by
    have h := trace_eq_rank hP
    have ht : P.trace = 1 := by
      rw [Matrix.trace_fin_two]
      norm_num [P]
    rw [ht] at h
    exact_mod_cast h.symm
  have hI : icohp H P = β := by
    simp [icohp, H, P, Finset.sum_filter, Fintype.sum_prod_type, Fin.sum_univ_two]
    ring
  have hW : offWeight H = 2 * β ^ 2 := by
    simp [offWeight, H, Finset.sum_filter, Fintype.sum_prod_type, Fin.sum_univ_two]
    ring
  refine ⟨hP, hr, hI, ?_⟩
  rw [hI, hW, Complex.norm_real, Real.norm_eq_abs, sq_abs]
  ring

end

end BandFillingICOHP
```

```lean
#print axioms BandFillingICOHP.icohp_sq_le_filling
-- 'BandFillingICOHP.icohp_sq_le_filling' depends on axioms: [propext, Classical.choice, Quot.sound]
#print axioms BandFillingICOHP.icohp_eq_zero_of_empty_or_full
-- 'BandFillingICOHP.icohp_eq_zero_of_empty_or_full' depends on axioms: [propext, Classical.choice, Quot.sound]
#print axioms BandFillingICOHP.uniform_of_attained
-- 'BandFillingICOHP.uniform_of_attained' depends on axioms: [propext, Classical.choice, Quot.sound]
#print axioms BandFillingICOHP.attained_of_uniform
-- 'BandFillingICOHP.attained_of_uniform' depends on axioms: [propext, Classical.choice, Quot.sound]
```
